# Strict algebraic bounds on the SCAN damping factor 1 − exp(−a/√s) for positive a and s

In the SCAN density functional, the factor g(s) = 1 − exp(−a/√s) damps the exchange enhancement as the reduced density gradient s grows. The theorem `scanDamping_bounds` states that a/(√s + a) < g(s) < a/√s for all real a > 0 and s > 0; it concerns this factor alone, and a is any positive number, not a fitted value. With x = a/√s, the attempt gets the upper bound from 1 − x < exp(−x). For the lower bound it takes 1 + x < exp(x), multiplies by exp(−x) and then by √s, and rearranges.

Lean 4 with Mathlib refuses this proof:

```lean
import Mathlib

open Filter Topology Set

namespace ScanDampingBounds

/-- The SCAN damping factor `g(s) = 1 - exp(-a/√s)` as a function of the reduced density
gradient `s`, on the domain `s > 0`. -/
noncomputable def scanDamping (a s : ℝ) : ℝ := 1 - Real.exp (-(a / √s))

/-- For `a > 0` and `s > 0` the damping factor lies strictly between the algebraic functions
`a/(√s + a)` and `a/√s`. -/
theorem scanDamping_bounds {a s : ℝ} (ha : 0 < a) (hs : 0 < s) :
    a / (√s + a) < scanDamping a s ∧ scanDamping a s < a / √s := by
  have hr : 0 < √s := Real.sqrt_pos.2 hs
  have hx : 0 < a / √s := div_pos ha hr
  have hrx : √s * (a / √s) = a := by field_simp
  unfold scanDamping
  constructor
  · -- `1 + x < exp x`, multiplied by `exp (-x)` and by `√s`
    have hE : Real.exp (a / √s) * Real.exp (-(a / √s)) = 1 := by
      rw [← Real.exp_add, add_neg_cancel, Real.exp_zero]
    have h1 : (a / √s + 1) * Real.exp (-(a / √s)) < 1 := by
      rw [← hE]
      exact mul_lt_mul_of_pos_right (Real.add_one_lt_exp hx.ne') (Real.exp_pos _)
    have h2 := mul_lt_mul_of_pos_left h1 hr
    have h3 : √s * ((a / √s + 1) * Real.exp (-(a / √s)))
        = (a + √s) * Real.exp (-(a / √s)) := by
      linear_combination Real.exp (-(a / √s)) * hrx
    rw [h3] at h2
    rw [div_lt_iff₀ (by positivity)]
    linarith
  · -- `1 - x < exp (-x)`
    have h := Real.add_one_lt_exp (neg_ne_zero.2 hx.ne')
    linarith

end ScanDampingBounds
```

The compiler's answer:

```
Main.lean:25:36: error: Application type mismatch: The argument
  Real.add_one_lt_exp (LT.lt.ne' hx)
has type
  a / √s + 1 < Real.exp (a / √s)
but is expected to have type
  a / √s + Real.exp (a / √s) * Real.exp (-(a / √s)) < Real.exp (a / √s)
in the application
  mul_lt_mul_of_pos_right (Real.add_one_lt_exp (LT.lt.ne' hx))
```

Cause. The error is in the proof of `h1`, whose goal is `(a / √s + 1) * Real.exp (-(a / √s)) < 1`. The step `rw [← hE]` was meant to turn the 1 on the right into the product `Real.exp (a / √s) * Real.exp (-(a / √s))`. But `rw` replaces every instance of the term it rewrites, so the 1 in `a / √s + 1` became that product too. The goal then needed `a / √s + Real.exp (a / √s) * Real.exp (-(a / √s)) < Real.exp (a / √s)`, while `Real.add_one_lt_exp` gives `a / √s + 1 < Real.exp (a / √s)`. The two sums are equal by `hE`, but not syntactically the same, and Lean did not unify them: hence the type mismatch.

The repair first builds `h1` by multiplying the exponential inequality by `Real.exp (-(a / √s))`, then uses `hE` from left to right. The product of exponentials occurs only on the right of `h1`, so `rw [hE] at h1` turns just that side into 1 and leaves `a / √s + 1` alone. This is the inequality first intended, and the rest of the proof goes through unchanged.

This version goes through:

```diff
@@ -21,7 +21,7 @@
     have hE : Real.exp (a / √s) * Real.exp (-(a / √s)) = 1 := by
       rw [← Real.exp_add, add_neg_cancel, Real.exp_zero]
-    have h1 : (a / √s + 1) * Real.exp (-(a / √s)) < 1 := by
-      rw [← hE]
-      exact mul_lt_mul_of_pos_right (Real.add_one_lt_exp hx.ne') (Real.exp_pos _)
+    have h1 := mul_lt_mul_of_pos_right (Real.add_one_lt_exp hx.ne')
+      (Real.exp_pos (-(a / √s)))
+    rw [hE] at h1
     have h2 := mul_lt_mul_of_pos_left h1 hr
     have h3 : √s * ((a / √s + 1) * Real.exp (-(a / √s)))
```
